# Mean Velocities Before and After Exponential-Probability Resets Bracket the Drift Velocity

A charge carrier in a uniform field gains velocity at a constant rate $a>0$ until a collision stops it. If collisions occur at a constant rate $L>0$, the mean time since the last one is $1/L$, and the drift velocity is $a/L$. A simulation with time step $h>0$ adds $ah$ to the velocity, then resets it to zero with probability $p$. Its stationary mean depends on whether velocities are recorded before or after the reset.

For $p=1-e^{-Lh}$, the before-reset mean lies strictly above $a/L$ and the after-reset mean strictly below. Their errors divided by $h$ tend to $a/2$ and $-a/2$ as $h\to0^+$. For $p=Lh\le1$, the before-reset mean is exactly $a/L$. In this model with constant rate and complete stopping, the recording point therefore matters at first order in the time step.

## From the stationary law to the errors

Let $w_k$ be the after-reset probability that $k$ steps have passed since the last reset, so that the velocity is $kah$. For $0<p\le1$, stationarity and normalisation give

$$w_0=p\sum_k w_k=p,\qquad w_{k+1}=(1-p)w_k,$$

hence $w_k=p(1-p)^k$. This law is nonnegative, sums to one and satisfies both equations. Since $\sum_k k r^k=r/(1-r)^2$ for $|r|<1$, setting $r=1-p$ gives the means

$$v_{\rm after}=\frac{(1-p)ah}{p},\qquad v_{\rm before}=v_{\rm after}+ah=\frac{ah}{p}.$$

Now put $x=Lh$ and $p=1-e^{-x}$. Then

$$v_{\rm before}=\frac aL\,\frac{x}{1-e^{-x}},\qquad v_{\rm after}=\frac aL\,\frac{x}{e^x-1}.$$

The strict inequalities $1-x<e^{-x}$ and $1+x<e^x$ place these on opposite sides of $a/L$.

For the limits, define $q(x)=(e^{-x}-1+x)/x^2$. Taylor's bound $|e^{-x}-(1-x+x^2/2)|\le 2x^3/9$ for $0<x<1$ gives $q(x)\to1/2$. Because $p/x=1-xq(x)$,

$$\frac{v_{\rm before}-a/L}{h}=a\,\frac{x-p}{xp}=\frac{a\,q(x)}{1-xq(x)}\longrightarrow\frac a2.$$

Subtracting $ah$ from the mean lowers this limit by $a$, which gives $-a/2$ after resetting. The average of the two means has an error that vanishes faster than $h$.

If instead $p=Lh\le1$, then $v_{\rm before}=ah/(Lh)=a/L$ and $v_{\rm after}=a/L-ah$.

## States, resets and recorded means

In Lean 4 with Mathlib:

```lean
import Mathlib

open Filter Topology

namespace MonteCarloDrift

noncomputable section
```

The natural number `k` counts steps since the last reset, and `velocity` converts it to a real velocity.

```lean
/-- Velocity after `k` steps of length `h` at acceleration `a`, starting from rest. -/
def velocity (a h : ℝ) (k : ℕ) : ℝ := k * (a * h)
```

`resetStep` acts on the weights of all states. A fraction `p` of the total weight goes to state zero; the rest moves up by one.

```lean
/-- One Monte Carlo step for the weights `w k` of the states "`k` steps since the last reset":
every state is accelerated once, then reset to zero velocity with probability `p`. -/
def resetStep (p : ℝ) (w : ℕ → ℝ) : ℕ → ℝ
  | 0 => p * ∑' k, w k
  | k + 1 => (1 - p) * w k
```

A stationary law is a normalised, nonnegative fixed point of this rule.

```lean
/-- A stationary law: a probability distribution left unchanged by a Monte Carlo step. -/
structure IsStationary (p : ℝ) (w : ℕ → ℝ) : Prop where
  nonneg : ∀ k, 0 ≤ w k
  total : HasSum w 1
  fixed : resetStep p w = w

/-- The geometric law for the number of steps since the last reset. -/
def geometricLaw (p : ℝ) (k : ℕ) : ℝ := p * (1 - p) ^ k
```

Both means take the after-reset law as input. `meanBefore` adds the next velocity increment before averaging.

```lean
/-- Mean velocity recorded just after the resetting stage, for the after-reset law `w`. -/
def meanAfter (a h : ℝ) (w : ℕ → ℝ) : ℝ := ∑' k, w k * velocity a h k

/-- Mean velocity recorded after acceleration and before resetting, when the step starts
from the law `w`. -/
def meanBefore (a h : ℝ) (w : ℕ → ℝ) : ℝ := ∑' k, w k * (velocity a h k + a * h)
```

`scatterProb` is the probability of at least one collision during a step at constant rate `L`. The model places a single reset at the end of the step, whenever the collision occurred.

```lean
/-- Probability of at least one scattering event at rate `L` during a time `h`. -/
def scatterProb (L h : ℝ) : ℝ := 1 - Real.exp (-(L * h))
```

The quantity `a / L` enters the theorems as a reference value; the continuous-time process is not formalised. Approach to stationarity and sampling noise are also left aside.

## The geometric law and its means

The geometric series gives normalisation.

```lean
/-- For `0 < p ≤ 1` the geometric law is normalised. -/
theorem geometricLaw_hasSum {p : ℝ} (hp : 0 < p) (hp1 : p ≤ 1) :
    HasSum (geometricLaw p) 1 := by
  have h := (hasSum_geometric_of_lt_one (r := 1 - p) (by linarith) (by linarith)).mul_left p
  have e : p * (1 - (1 - p))⁻¹ = 1 := by
    rw [sub_sub_cancel]
    exact mul_inv_cancel₀ hp.ne'
  rw [e] at h
  exact h
```

Uniqueness follows by induction on `k`, using the two cases of `resetStep`. The converse checks the three conditions. This equivalence lets the later theorems speak of `geometricLaw` directly.

```lean
/-- For `0 < p ≤ 1` the geometric law is the one and only stationary law. -/
theorem isStationary_iff {p : ℝ} (hp : 0 < p) (hp1 : p ≤ 1) (w : ℕ → ℝ) :
    IsStationary p w ↔ w = geometricLaw p := by
  constructor
  · rintro ⟨_, hs, hst⟩
    funext k
    induction k with
    | zero =>
      have h0 := congrFun hst 0
      simp only [resetStep, hs.tsum_eq] at h0
      simp only [geometricLaw, pow_zero]
      exact h0.symm
    | succ k ih =>
      have h1 := congrFun hst (k + 1)
      simp only [resetStep] at h1
      rw [← h1, ih]
      simp only [geometricLaw]
      ring
  · rintro rfl
    refine ⟨fun k => mul_nonneg hp.le (pow_nonneg (by linarith) k),
      geometricLaw_hasSum hp hp1, ?_⟩
    funext k
    cases k with
    | zero =>
      simp only [resetStep, (geometricLaw_hasSum hp hp1).tsum_eq]
      simp only [geometricLaw, pow_zero]
    | succ k =>
      simp only [resetStep, geometricLaw]
      ring
```

`HasSum` records convergence to the stated value. The first moment gives the after-reset mean, and adding `a * h` times the normalised law gives the other.

```lean
/-- For `0 < p ≤ 1` the after-reset velocity series converges to `(1 - p) a h / p`,
and the before-reset series to `a h / p`. -/
theorem velocity_hasSum {p : ℝ} (hp : 0 < p) (hp1 : p ≤ 1) (a h : ℝ) :
    HasSum (fun k => geometricLaw p k * velocity a h k) ((1 - p) * (a * h) / p) ∧
    HasSum (fun k => geometricLaw p k * (velocity a h k + a * h)) (a * h / p) := by
  have hp' : p ≠ 0 := hp.ne'
  have hr : ‖1 - p‖ < 1 := by
    rw [Real.norm_eq_abs, abs_lt]
    constructor <;> linarith
  -- first moment of the geometric series
  have A : HasSum (fun k => geometricLaw p k * velocity a h k) ((1 - p) * (a * h) / p) := by
    have H := (hasSum_coe_mul_geometric_of_norm_lt_one hr).mul_left (p * (a * h))
    have e : p * (a * h) * ((1 - p) / (1 - (1 - p)) ^ 2) = (1 - p) * (a * h) / p := by
      rw [sub_sub_cancel]
      field_simp
    have f : (fun k => geometricLaw p k * velocity a h k) =
        fun k : ℕ => p * (a * h) * ((k : ℝ) * (1 - p) ^ k) := by
      funext k
      simp only [geometricLaw, velocity]
      ring
    rw [e] at H
    rw [f]
    exact H
  refine ⟨A, ?_⟩
  -- acceleration shifts every velocity by `a h`
  have B := A.add ((geometricLaw_hasSum hp hp1).mul_right (a * h))
  have e : (1 - p) * (a * h) / p + 1 * (a * h) = a * h / p := by
    rw [div_add' _ _ _ hp']
    congr 1
    ring
  rw [e] at B
  simpa only [mul_add] using B
```

## Strict bounds and first-order errors

```lean
/-- For `L, h > 0` the scattering probability lies strictly between zero and one. -/
theorem scatterProb_mem {L h : ℝ} (hL : 0 < L) (hh : 0 < h) :
    0 < scatterProb L h ∧ scatterProb L h < 1 := by
  have h1 : Real.exp (-(L * h)) < 1 := Real.exp_lt_one_iff.2 (neg_lt_zero.2 (mul_pos hL hh))
  have h2 := Real.exp_pos (-(L * h))
  unfold scatterProb
  constructor <;> linarith
```

The next proof applies `Real.add_one_lt_exp` at $-x$ and $x$, then clears the positive denominators.

```lean
/-- With `a, L, h > 0` and reset probability `1 - exp (-L h)`, the stationary mean velocity is
strictly below `a / L` after resetting and strictly above it before resetting. -/
theorem means_bracket_drift {a L h : ℝ} (ha : 0 < a) (hL : 0 < L) (hh : 0 < h) :
    meanAfter a h (geometricLaw (scatterProb L h)) < a / L ∧
    a / L < meanBefore a h (geometricLaw (scatterProb L h)) := by
  obtain ⟨hp, hp1⟩ := scatterProb_mem hL hh
  obtain ⟨A, B⟩ := velocity_hasSum hp hp1.le a h
  have hx : 0 < L * h := mul_pos hL hh
  have hE := Real.exp_pos (-(L * h))
  have h1 := Real.add_one_lt_exp (neg_ne_zero.2 hx.ne')
  have h2 := mul_lt_mul_of_pos_left (Real.add_one_lt_exp hx.ne') hE
  rw [← Real.exp_add, neg_add_cancel, Real.exp_zero] at h2
  unfold meanAfter meanBefore
  rw [A.tsum_eq, B.tsum_eq, div_lt_div_iff₀ hp hL, div_lt_div_iff₀ hL hp]
  unfold scatterProb
  constructor
  · have := mul_lt_mul_of_pos_left h2 ha
    linarith
  · have := mul_lt_mul_of_pos_left h1 ha
    linarith
```

The remainder limit squeezes $q(x)$ between $1/2-x$ and $1/2+x$, using the Taylor bound `key`.

```lean
/-- The second-order remainder of `exp (-x)`, divided by `x ^ 2`, tends to one half as `x`
tends to zero from above. -/
theorem exp_remainder_tendsto :
    Tendsto (fun x : ℝ => (Real.exp (-x) - 1 + x) / x ^ 2) (𝓝[>] 0) (𝓝 (1 / 2)) := by
  have lo : Tendsto (fun x : ℝ => 1 / 2 - x) (𝓝[>] 0) (𝓝 (1 / 2)) :=
    ((by fun_prop : Continuous fun x : ℝ => 1 / 2 - x).tendsto' 0 _ (by simp)).mono_left
      nhdsWithin_le_nhds
  have hi : Tendsto (fun x : ℝ => 1 / 2 + x) (𝓝[>] 0) (𝓝 (1 / 2)) :=
    ((by fun_prop : Continuous fun x : ℝ => 1 / 2 + x).tendsto' 0 _ (by simp)).mono_left
      nhdsWithin_le_nhds
  -- Taylor's bound for the exponential
  have key : ∀ x ∈ Set.Ioo (0 : ℝ) 1,
      |Real.exp (-x) - (1 - x + x ^ 2 / 2)| ≤ x ^ 3 * (2 / 9) := by
    intro x hx
    have h := Real.exp_bound (x := -x) (by rw [abs_neg, abs_of_pos hx.1]; exact hx.2.le)
      (n := 3) (by norm_num)
    have e : ∑ m ∈ Finset.range 3, (-x) ^ m / (m.factorial : ℝ) = 1 - x + x ^ 2 / 2 := by
      simp only [Finset.sum_range_succ, Finset.sum_range_zero, Nat.factorial]
      push_cast
      ring
    rw [e] at h
    refine h.trans (le_of_eq ?_)
    rw [abs_neg, abs_of_pos hx.1]
    norm_num [Nat.factorial]
  refine tendsto_of_tendsto_of_tendsto_of_le_of_le' lo hi ?_ ?_
  · filter_upwards [Ioo_mem_nhdsGT (zero_lt_one' ℝ)] with x hx
    have hb := abs_le.1 (key x hx)
    have h3 := pow_pos hx.1 3
    rw [le_div_iff₀ (pow_pos hx.1 2)]
    nlinarith [hb.1]
  · filter_upwards [Ioo_mem_nhdsGT (zero_lt_one' ℝ)] with x hx
    have hb := abs_le.1 (key x hx)
    have h3 := pow_pos hx.1 3
    rw [div_le_iff₀ (pow_pos hx.1 2)]
    nlinarith [hb.2]
```

In the theorem below, `𝓝[>] 0` means that `h` approaches zero through positive values. The limit is first found for $aq/(1-xq)$, then transferred to the actual error by `congr'`. This device requires two functions to agree only eventually along the filter, and `self_mem_nhdsWithin` supplies the needed condition $h>0$. For negative $h$, `scatterProb` would be negative and the closed formulas for the means would be unavailable.

```lean
/-- For `L > 0` and reset probability `1 - exp (-L h)`, the errors of the before-reset and
after-reset means relative to `a / L`, divided by `h`, tend to `a / 2` and `-a / 2` as `h`
tends to zero from above. -/
theorem errors_tendsto (a : ℝ) {L : ℝ} (hL : 0 < L) :
    Tendsto (fun h => (meanBefore a h (geometricLaw (scatterProb L h)) - a / L) / h)
      (𝓝[>] 0) (𝓝 (a / 2)) ∧
    Tendsto (fun h => (meanAfter a h (geometricLaw (scatterProb L h)) - a / L) / h)
      (𝓝[>] 0) (𝓝 (-a / 2)) := by
  have hx0 : Tendsto (fun h : ℝ => L * h) (𝓝[>] 0) (𝓝 0) :=
    ((by fun_prop : Continuous fun h : ℝ => L * h).tendsto' 0 0 (by simp)).mono_left
      nhdsWithin_le_nhds
  have hx : Tendsto (fun h : ℝ => L * h) (𝓝[>] 0) (𝓝[>] 0) := by
    refine tendsto_nhdsWithin_iff.2 ⟨hx0, ?_⟩
    filter_upwards [self_mem_nhdsWithin] with h hh
    exact mul_pos hL hh
  have hq : Tendsto (fun h : ℝ => (Real.exp (-(L * h)) - 1 + L * h) / (L * h) ^ 2)
      (𝓝[>] 0) (𝓝 (1 / 2)) := exp_remainder_tendsto.comp hx
  have B : Tendsto (fun h => (meanBefore a h (geometricLaw (scatterProb L h)) - a / L) / h)
      (𝓝[>] 0) (𝓝 (a / 2)) := by
    have hlim := (hq.const_mul a).div
      ((tendsto_const_nhds (x := (1 : ℝ))).sub (hx0.mul hq)) (by norm_num)
    rw [show a * (1 / 2) / (1 - 0 * (1 / 2)) = a / 2 by ring] at hlim
    refine hlim.congr' ?_
    filter_upwards [self_mem_nhdsWithin] with h hh
    have hh' : 0 < h := hh
    obtain ⟨hp, hp1⟩ := scatterProb_mem hL hh'
    unfold meanBefore
    rw [(velocity_hasSum hp hp1.le a h).2.tsum_eq]
    unfold scatterProb at hp ⊢
    simp only [Pi.div_apply]
    generalize Real.exp (-(L * h)) = E at hp ⊢
    have hE : 1 - E ≠ 0 := hp.ne'
    have d : 1 - L * h * ((E - 1 + L * h) / (L * h) ^ 2) = (1 - E) / (L * h) := by
      field_simp
      ring
    rw [d]
    field_simp
    ring
  refine ⟨B, ?_⟩
  -- the two means differ by exactly one velocity increment
  have A := B.sub_const a
  rw [show a / 2 - a = -a / 2 by ring] at A
  refine A.congr' ?_
  filter_upwards [self_mem_nhdsWithin] with h hh
  have hh' : 0 < h := hh
  obtain ⟨hp, hp1⟩ := scatterProb_mem hL hh'
  obtain ⟨S, T⟩ := velocity_hasSum hp hp1.le a h
  unfold meanAfter meanBefore
  rw [S.tsum_eq, T.tsum_eq, sub_mul, one_mul, sub_div _ (scatterProb L h * (a * h)),
    mul_div_cancel_left₀ _ hp.ne', sub_right_comm, sub_div _ (a * h) h,
    mul_div_cancel_right₀ _ hh'.ne']
```

Averaging the two limits needs only plain `congr`, because the final rearrangement is an algebraic identity for every `h`.

```lean
/-- For `L > 0` and reset probability `1 - exp (-L h)`, the average of the before-reset and
after-reset means has an error relative to `a / L` that vanishes faster than `h` as `h` tends to
zero from above. -/
theorem average_error_tendsto (a : ℝ) {L : ℝ} (hL : 0 < L) :
    Tendsto (fun h => ((meanBefore a h (geometricLaw (scatterProb L h)) +
      meanAfter a h (geometricLaw (scatterProb L h))) / 2 - a / L) / h) (𝓝[>] 0) (𝓝 0) := by
  obtain ⟨B, A⟩ := errors_tendsto a hL
  have H := (B.add A).div_const 2
  rw [show (a / 2 + -a / 2) / 2 = 0 by ring] at H
  exact H.congr (fun h => by ring)
```

## Reset probability linear in the time step

Here the hypothesis `L * h ≤ 1` keeps the reset probability admissible. At equality every step ends in a reset, so the after-reset mean is zero.

```lean
/-- With `L, h > 0` and reset probability `L h ≤ 1`, the before-reset mean is exactly `a / L`,
and the after-reset mean is lower by `a h`. -/
theorem linear_reset_means (a : ℝ) {L h : ℝ} (hL : 0 < L) (hh : 0 < h) (hp1 : L * h ≤ 1) :
    meanBefore a h (geometricLaw (L * h)) = a / L ∧
    meanAfter a h (geometricLaw (L * h)) = a / L - a * h := by
  have hp : 0 < L * h := mul_pos hL hh
  obtain ⟨A, B⟩ := velocity_hasSum hp hp1 a h
  unfold meanAfter meanBefore
  rw [A.tsum_eq, B.tsum_eq]
  refine ⟨mul_div_mul_right a L hh.ne', ?_⟩
  rw [div_eq_iff hp.ne']
  have e : a / L * L = a := div_mul_cancel₀ a hL.ne'
  linear_combination (-h) * e

end

end MonteCarloDrift
```

```lean
#print axioms MonteCarloDrift.isStationary_iff
#print axioms MonteCarloDrift.means_bracket_drift
#print axioms MonteCarloDrift.average_error_tendsto
#print axioms MonteCarloDrift.linear_reset_means
```

```
'MonteCarloDrift.isStationary_iff' depends on axioms: [propext, Classical.choice, Quot.sound]
'MonteCarloDrift.means_bracket_drift' depends on axioms: [propext, Classical.choice, Quot.sound]
'MonteCarloDrift.average_error_tendsto' depends on axioms: [propext, Classical.choice, Quot.sound]
'MonteCarloDrift.linear_reset_means' depends on axioms: [propext, Classical.choice, Quot.sound]
```
